# The electrostatic reflection denominator of a dielectric film in vacuum is positive for positive permittivity

A dielectric film of thickness `t` and real relative permittivity `e` has vacuum on both sides. In the electrostatic (non-retarded) limit, a potential of in-plane wavenumber `k` is reflected from it with amplitude D(1 − exp(−2kt))/(1 − D² exp(−2kt)), up to a sign set by convention, where D = (e − 1)/(e + 1) is the image contrast of a single face. The theorem `den_pos` states that the denominator, 1 − D² exp(−2kt), is strictly positive whenever `e`, `t` and `k` are all positive.

The attempt first gets 1 − D² > 0 from the identity 1 − D² = 4e/(e + 1)², proved just before. It then seeks to show that exp(−2kt) is less than 1, and leaves it to `nlinarith` to combine the two bounds, using D² ≥ 0.

The first attempt, which Lean rejects:

```lean
import Mathlib

open MeasureTheory Filter Topology Set

namespace DenPos

noncomputable section

/-- Image contrast `(e-1)/(e+1)` of a dielectric of relative permittivity `e` facing vacuum,
for `e ≠ -1`. -/
def contrast (e : ℝ) : ℝ := (e - 1) / (e + 1)

/-- For positive permittivity, `1 - D²` equals `4e/(e+1)²`, where `D` is the image contrast. -/
theorem one_sub_contrast_sq {e : ℝ} (he : 0 < e) :
    1 - contrast e ^ 2 = 4 * e / (e + 1) ^ 2 := by
  have h1 : e + 1 ≠ 0 := by positivity
  unfold contrast
  field_simp
  ring

/-- The denominator of the film reflection amplitude is positive for positive permittivity,
thickness and wavenumber. -/
theorem den_pos {e t k : ℝ} (he : 0 < e) (ht : 0 < t) (hk : 0 < k) :
    0 < 1 - contrast e ^ 2 * Real.exp (-2 * k * t) := by
  have h1 : 0 < 1 - contrast e ^ 2 := by
    rw [one_sub_contrast_sq he]
    positivity
  have h2 : Real.exp (-2 * k * t) < 1 :=
    Real.exp_lt_one (by nlinarith [mul_pos hk ht])
  nlinarith [sq_nonneg (contrast e)]

end

end DenPos
```

The compiler's answer:

```
Main.lean:29:4: error(lean.unknownIdentifier): Unknown constant `Real.exp_lt_one`
```

Cause. The message says that Lean knows no constant called `Real.exp_lt_one`. The proof of `h2` calls it as a lemma that turns a proof of x < 0 into a proof of exp x < 1, but no declaration of that name is available to the file. The mathematical step itself is sound.

The repair uses `Real.exp_lt_one_iff`, which states the equivalence of exp x < 1 and x < 0. Because it is an equivalence and not an implication, it can't be applied directly to the proof of negativity; `.2` selects the direction from x < 0 to exp x < 1. The argument in brackets is unchanged: `nlinarith` proves `-2 * k * t < 0` from the positivity of `k * t`, supplied by `mul_pos hk ht`.

As a diff, the version that Lean accepts:

```diff
@@ -27,5 +27,5 @@
     positivity
   have h2 : Real.exp (-2 * k * t) < 1 :=
-    Real.exp_lt_one (by nlinarith [mul_pos hk ht])
+    Real.exp_lt_one_iff.2 (by nlinarith [mul_pos hk ht])
   nlinarith [sq_nonneg (contrast e)]
 
```
